# The susceptibility shift factor of a long, uniformly magnetised cylinder is $(3\cos^2\theta-1)/6$

## Fields, units and signs

A sample of isotropic volume susceptibility $\chi$ (SI, $|\chi|\ll 1$) is placed in a uniform magnetic field of strength $B_0$ along the unit vector $b$. To first order in $\chi$ it acquires the magnetisation $M=(\chi B_0/\mu_0)\,b$, where $\mu_0$ is the vacuum permeability. The question is how much this magnetisation shifts the field at a nucleus, and how the shift depends on the shape and orientation of the sample.

Two terms enter. The magnetised surface of the sample produces the demagnetising field $-NM$, where $N$ is the demagnetising tensor, a real symmetric $3\times3$ matrix. The Lorentz construction cuts a small sphere around the nucleus, and the surface of this sphere contributes $+M/3$. The molecules inside the sphere are taken to contribute nothing on average. The component of the field along $b$ therefore changes by the fraction

$$\frac{\Delta B}{B_0}=\chi f,\qquad f=b\cdot\left(\tfrac13 b-Nb\right)=\tfrac13-b\cdot Nb .$$

The dimensionless number $f$ is called the shift factor here; the shift itself is $\chi f$. A positive $\chi f$ means a larger field at the nucleus and a higher resonance frequency. With the Gaussian susceptibility in place of $\chi$, the factor is $4\pi f$.

## A body with one axis

Let the unit vector $u$ be the symmetry axis of the body, and write

$$N=p\,uu^T+q\,(1-uu^T),\qquad \operatorname{tr}N=1 .$$

Here $p$ and $q$ are the demagnetising factors along and across the axis, often written $N_\parallel$ and $N_\perp$. The trace condition is the magnetostatic sum rule for the three factors of a uniformly magnetised ellipsoid.

In a long cylinder magnetised along its axis, the magnetic poles sit on the distant end faces, and their field in the middle tends to zero. This is the condition $Nu=0$.

## What is stated, and in which terms

With $\cos\theta=b\cdot u$, the results are

$$f=\frac{(1-3p)(3\cos^2\theta-1)}{6}\quad\text{(axial body)},\qquad f=\frac{3\cos^2\theta-1}{6}\quad\text{(long cylinder)}.$$

In Lean, vectors are functions `Fin 3 → ℝ` with the dot product `⬝ᵥ`, and the unit conditions are the hypotheses `hu` and `hb`. The tensor $N$ is `axialTensor p q u`, with arbitrary real `p` and `q`. The definition `shiftFactor` is the component of the two fields along $b$, for unit magnetisation along $b$. The sum rule is `htr`, and the cylinder condition $Nu=0$ is `hN`.

The theorem `axial_shift` is the first law and `cylinder_shift` the second. For the cylinder, the further theorems say that $f$ is $1/3$ in a field along the axis and $-1/6$ in any perpendicular field, that it lies between these values for every field direction, and that it vanishes exactly when $(b\cdot u)^2=1/3$. This last condition is the magic angle, about $54.7^\circ$, or its supplement. Finally, `shift_vanishes_iff` says that the shift factor of an axial body is zero for every field direction exactly when $p=1/3$, which is the value for a sphere.

The conditions on $N$ are assumed. That a real sample tube is described by such a tensor is a matter of magnetostatics, and it holds well only far from the ends of a long, uniformly filled tube.

The factor also matters when computed shieldings are compared with experiment. If a calculation on a periodic solid assumes a spherical sample, then $\chi f$ is the relative change of field on passing to the actual shape, provided that the sample is uniformly magnetised and $\chi$ is small and isotropic.

## Derivation

Since $(uu^T)v=(u\cdot v)\,u$, the tensor acts on any vector $v$ as

$$Nv=p(u\cdot v)u+q\left[v-(u\cdot v)u\right]=(p-q)(u\cdot v)\,u+q\,v .$$

The trace of $uu^T$ is $u\cdot u=1$ and that of the unit matrix is $3$, so $\operatorname{tr}N=p+2q$. The sum rule then gives $q=(1-p)/2$ and $p-q=(3p-1)/2$.

Write $c=b\cdot u$. Setting $v=b$ and projecting on $b$ gives $b\cdot Nb=(p-q)c^2+q$, hence

$$f=\frac13-\frac{3p-1}{2}c^2-\frac{1-p}{2}
=\frac{3(1-3p)c^2-(1-3p)}{6}
=\frac{(1-3p)(3c^2-1)}{6}.$$

For the cylinder, set $v=u$: then $Nu=(p-q)u+qu=pu$. Projecting $Nu=0$ on $u$ gives $p=0$, and so $f=(3c^2-1)/6$.

- A parallel field has $c^2=1$ and $f=1/3$.
- A perpendicular field has $c=0$ and $f=-1/6$.
- By the Cauchy–Schwarz inequality $0\le c^2\le1$, so every other orientation lies between these two values.
- The factor is zero exactly when $3c^2=1$.

For the statement about the sphere, suppose that $f$ vanishes for every $b$. The choice $b=u$ gives $(1-3p)/3=0$, so $p=1/3$. Conversely, $p=1/3$ makes the prefactor $1-3p$ zero for all $b$.

## The flat disc

The same law treats a wide, thin disc with normal $u$. Its demagnetising factors are $p=1$ and $q=0$, so

$$f=-\frac{3\cos^2\theta-1}{3}.$$

This is $-2/3$ for a field along the normal and $1/3$ for a field in the plane. The zero lies at the same angle as for the cylinder, but the sign of the orientation dependence is reversed.

## The Lean file

```lean
import Mathlib

open Matrix

namespace SusceptibilityShift

noncomputable section

/-- The demagnetising tensor `p uuᵀ + q (1 - uuᵀ)` of a body with axis `u` (a unit vector),
with demagnetising factor `p` along the axis and `q` across it. -/
def axialTensor (p q : ℝ) (u : Fin 3 → ℝ) : Matrix (Fin 3) (Fin 3) ℝ :=
  p • vecMulVec u u + q • (1 - vecMulVec u u)

/-- The susceptibility shift factor for a field along the unit vector `b`: the component along `b`
of the sum of the Lorentz sphere field `b/3` and the demagnetising field `-N b`, for unit
magnetisation along `b`. -/
def shiftFactor (N : Matrix (Fin 3) (Fin 3) ℝ) (b : Fin 3 → ℝ) : ℝ :=
  b ⬝ᵥ ((1 / 3 : ℝ) • b - N *ᵥ b)

/-- The unit vector along the laboratory z axis. -/
def zAxis : Fin 3 → ℝ := ![0, 0, 1]

/-- For a unit field direction `b`, the shift factor is `1/3 - ⟨b, N b⟩`. -/
theorem shiftFactor_eq (N : Matrix (Fin 3) (Fin 3) ℝ) {b : Fin 3 → ℝ} (hb : b ⬝ᵥ b = 1) :
    shiftFactor N b = 1 / 3 - b ⬝ᵥ (N *ᵥ b) := by
  simp only [shiftFactor, dotProduct_sub, dotProduct_smul, hb, smul_eq_mul, mul_one]

/-- The axial tensor sends a magnetisation `v` to a part along the axis `u` and a part
along `v` itself. -/
theorem axialTensor_mulVec (p q : ℝ) (u v : Fin 3 → ℝ) :
    axialTensor p q u *ᵥ v = ((p - q) * (u ⬝ᵥ v)) • u + q • v := by
  ext i
  fin_cases i <;>
    simp [axialTensor, Matrix.mulVec, dotProduct, Fin.sum_univ_three, vecMulVec_apply,
      Matrix.one_apply] <;>
    ring

/-- For a unit axis `u`, the trace of the axial tensor is `p + 2q`: one factor along the axis
and two across it. -/
theorem axialTensor_trace (p q : ℝ) {u : Fin 3 → ℝ} (hu : u ⬝ᵥ u = 1) :
    (axialTensor p q u).trace = p + 2 * q := by
  have h : (axialTensor p q u).trace = (p - q) * (u ⬝ᵥ u) + 3 * q := by
    simp only [axialTensor, Matrix.trace, Matrix.diag_apply, Matrix.add_apply,
      Matrix.smul_apply, Matrix.sub_apply, Matrix.one_apply_eq, vecMulVec_apply,
      smul_eq_mul, dotProduct, Fin.sum_univ_three]
    ring
  rw [h, hu]
  ring

/-- For an axial body with unit axis `u` and demagnetising tensor of trace one, in a field along
the unit vector `b`, the shift factor is `(1 - 3p)(3⟨b,u⟩² - 1)/6`. -/
theorem axial_shift {p q : ℝ} {u b : Fin 3 → ℝ} (hu : u ⬝ᵥ u = 1) (hb : b ⬝ᵥ b = 1)
    (htr : (axialTensor p q u).trace = 1) :
    shiftFactor (axialTensor p q u) b = (1 - 3 * p) * (3 * (b ⬝ᵥ u) ^ 2 - 1) / 6 := by
  rw [axialTensor_trace p q hu] at htr
  rw [shiftFactor_eq _ hb, axialTensor_mulVec, dotProduct_add, dotProduct_smul,
    dotProduct_smul, hb, dotProduct_comm u b, smul_eq_mul, smul_eq_mul]
  -- the trace condition eliminates the transverse factor `q`
  linear_combination ((b ⬝ᵥ u) ^ 2 - 1) / 2 * htr

/-- Long cylinder: if the axial demagnetising tensor has trace one and gives no demagnetising
field along the unit axis `u`, then in a field along the unit vector `b` the shift factor is
`(3⟨b,u⟩² - 1)/6`. -/
theorem cylinder_shift {p q : ℝ} {u b : Fin 3 → ℝ} (hu : u ⬝ᵥ u = 1) (hb : b ⬝ᵥ b = 1)
    (hN : axialTensor p q u *ᵥ u = 0) (htr : (axialTensor p q u).trace = 1) :
    shiftFactor (axialTensor p q u) b = (3 * (b ⬝ᵥ u) ^ 2 - 1) / 6 := by
  -- projecting `N u = 0` on the axis gives `p = 0`
  have hp : p = 0 := by
    have h := congrArg (fun v => u ⬝ᵥ v) hN
    simp only [axialTensor_mulVec, dotProduct_add, dotProduct_smul, hu, smul_eq_mul,
      dotProduct_zero] at h
    linarith
  rw [axial_shift hu hb htr, hp]
  ring

/-- For the long cylinder with unit axis `u`, the shift factor is `1/3` in a field along the
axis, and `-1/6` in a field along any unit vector `b` perpendicular to it. -/
theorem cylinder_parallel_perpendicular {p q : ℝ} {u : Fin 3 → ℝ} (hu : u ⬝ᵥ u = 1)
    (hN : axialTensor p q u *ᵥ u = 0) (htr : (axialTensor p q u).trace = 1) :
    shiftFactor (axialTensor p q u) u = 1 / 3 ∧
      ∀ b : Fin 3 → ℝ, b ⬝ᵥ b = 1 → b ⬝ᵥ u = 0 →
        shiftFactor (axialTensor p q u) b = -1 / 6 := by
  constructor
  · rw [cylinder_shift hu hu hN htr, hu]
    norm_num
  · intro b hb hbu
    rw [cylinder_shift hu hb hN htr, hbu]
    norm_num

/-- For the long cylinder with unit axis `u` in a field along any unit vector `b`, the shift
factor lies between `-1/6` and `1/3`. -/
theorem cylinder_shift_range {p q : ℝ} {u b : Fin 3 → ℝ} (hu : u ⬝ᵥ u = 1)
    (hb : b ⬝ᵥ b = 1) (hN : axialTensor p q u *ᵥ u = 0)
    (htr : (axialTensor p q u).trace = 1) :
    -1 / 6 ≤ shiftFactor (axialTensor p q u) b ∧
      shiftFactor (axialTensor p q u) b ≤ 1 / 3 := by
  -- Cauchy-Schwarz bounds the squared cosine by one
  have hc : (b ⬝ᵥ u) ^ 2 ≤ 1 := by
    have h := Finset.sum_mul_sq_le_sq_mul_sq Finset.univ b u
    have hb' : ∑ i, b i ^ 2 = 1 :=
      (Finset.sum_congr rfl fun i _ => pow_two (b i)).trans hb
    have hu' : ∑ i, u i ^ 2 = 1 :=
      (Finset.sum_congr rfl fun i _ => pow_two (u i)).trans hu
    rw [hb', hu', mul_one] at h
    exact h
  have h0 := sq_nonneg (b ⬝ᵥ u)
  rw [cylinder_shift hu hb hN htr]
  constructor <;> linarith

/-- For the long cylinder with unit axis `u` in a field along the unit vector `b`, the shift factor
vanishes exactly at the magic angle, where the squared cosine `⟨b,u⟩²` is `1/3`. -/
theorem cylinder_magic_angle {p q : ℝ} {u b : Fin 3 → ℝ} (hu : u ⬝ᵥ u = 1)
    (hb : b ⬝ᵥ b = 1) (hN : axialTensor p q u *ᵥ u = 0)
    (htr : (axialTensor p q u).trace = 1) :
    shiftFactor (axialTensor p q u) b = 0 ↔ (b ⬝ᵥ u) ^ 2 = 1 / 3 := by
  rw [cylinder_shift hu hb hN htr]
  constructor <;> intro h <;> linarith

/-- For an axial body with unit axis `u` and demagnetising tensor of trace one, the shift factor
vanishes for every field direction exactly when the demagnetising factor `p` along the axis is
`1/3`. -/
theorem shift_vanishes_iff {p q : ℝ} {u : Fin 3 → ℝ} (hu : u ⬝ᵥ u = 1)
    (htr : (axialTensor p q u).trace = 1) :
    (∀ b : Fin 3 → ℝ, b ⬝ᵥ b = 1 → shiftFactor (axialTensor p q u) b = 0) ↔ p = 1 / 3 := by
  constructor
  · intro h
    -- the field along the axis already decides the value of `p`
    have h1 := h u hu
    rw [axial_shift hu hu htr, hu] at h1
    linarith
  · intro hp b hb
    rw [axial_shift hu hb htr, hp]
    ring

/-- The tensor with factors `0` along z and `1/2` across it meets the conditions for a long
cylinder: unit axis, no demagnetising field along the axis, and trace one. -/
theorem cylinder_witness :
    zAxis ⬝ᵥ zAxis = 1 ∧ axialTensor 0 (1 / 2) zAxis *ᵥ zAxis = 0 ∧
      (axialTensor 0 (1 / 2) zAxis).trace = 1 := by
  have hz : zAxis ⬝ᵥ zAxis = 1 := by
    simp [zAxis, dotProduct, Fin.sum_univ_three]
  refine ⟨hz, ?_, ?_⟩
  · rw [axialTensor_mulVec, hz]
    module
  · rw [axialTensor_trace _ _ hz]
    norm_num

end

end SusceptibilityShift
```

```lean
#print axioms SusceptibilityShift.cylinder_parallel_perpendicular
#print axioms SusceptibilityShift.cylinder_shift_range
#print axioms SusceptibilityShift.cylinder_magic_angle
#print axioms SusceptibilityShift.shift_vanishes_iff
```

```
'SusceptibilityShift.cylinder_parallel_perpendicular' depends on axioms: [propext, Classical.choice, Quot.sound]
'SusceptibilityShift.cylinder_shift_range' depends on axioms: [propext, Classical.choice, Quot.sound]
'SusceptibilityShift.cylinder_magic_angle' depends on axioms: [propext, Classical.choice, Quot.sound]
'SusceptibilityShift.shift_vanishes_iff' depends on axioms: [propext, Classical.choice, Quot.sound]
```

## The proof, lemma by lemma

`shiftFactor_eq` expands the dot product and uses $b\cdot b=1$ to reach $f=1/3-b\cdot Nb$.

`axialTensor_mulVec` is the formula for $Nv$. It is checked for each of the three components: `simp` writes out the sums and `ring` compares the polynomials. It holds for any `u`, of unit length or not. `axialTensor_trace` first finds the trace as $(p-q)(u\cdot u)+3q$ and then inserts $u\cdot u=1$.

`axial_shift` combines these three lemmas. After the rewriting, the goal is an equation in $p$, $q$ and $c$ that follows from $p+2q=1$. The derivation above solved this condition for $q$. The `linear_combination` step instead multiplies it by $(c^2-1)/2$: the two sides of the goal differ by exactly $\tfrac12(c^2-1)(p+2q-1)$, which is zero.

`cylinder_shift` takes the dot product of `hN` with `u`, as in the derivation. The simplified equation is $(p-q)+q=0$, from which `linarith` obtains `p = 0`. The general law then finishes the proof.

The next three theorems start from the cylinder law:

- `cylinder_parallel_perpendicular` inserts $u\cdot u=1$ for the parallel field and $b\cdot u=0$ for the perpendicular one.
- `cylinder_shift_range` uses Mathlib's Cauchy–Schwarz inequality for finite sums. The lines for `hb'` and `hu'` turn the unit conditions into sums of squares, the form which that inequality needs.
- `cylinder_magic_angle` is linear in $c^2$, so `linarith` settles both directions.

`shift_vanishes_iff` uses the field along the axis for one direction and the vanishing prefactor for the other.

`cylinder_witness` takes the $z$ axis with $p=0$ and $q=1/2$ and verifies the unit length, $Nu=0$ and the trace condition. The cylinder theorems therefore apply to at least one actual tensor.
